# Third-order ground-state energy of the quartic anharmonic oscillator from hypervirial and Hellmann–Feynman relations

To expand the energy of a harmonic oscillator with an even polynomial perturbation in powers of the coupling without summing over intermediate states, one can insert power series for the energy and the even moments into the hypervirial and Hellmann–Feynman relations and solve them order by order. For the one-dimensional oscillator with potential x²/2 + g x⁴, the file below carries this to third order and proves that these relations, together with normalisation, determine every order once the unperturbed energy is given.

```lean
import Mathlib

open PowerSeries

namespace QuarticOscillatorSeries

noncomputable section

/-- The even moment preceding number `j`, with the moment of negative index omitted. -/
def lower (M : ℕ → ℝ⟦X⟧) : ℕ → ℝ⟦X⟧
  | 0 => 0
  | j + 1 => M j

/-- The hypervirial relation with `k = 2j+1` for `H = p²/2 + x²/2 + g x⁴`, where
`M j` is the series of `⟨x^(2j)⟩` in the coupling `g`. -/
def HypervirialRelation (E : ℝ⟦X⟧) (M : ℕ → ℝ⟦X⟧) (j : ℕ) : Prop :=
  (2 * (2 * (j : ℝ) + 1)) • (E * M j)
      + ((2 * (j : ℝ) + 1) * (2 * j) * (2 * j - 1) / 4) • lower M j
    = (2 * (j : ℝ) + 2) • M (j + 1) + (4 * (j : ℝ) + 6) • (X * M (j + 2))

/-- Energy and even moments obeying normalisation, the Hellmann–Feynman relation and all
hypervirial relations, with unperturbed energy `e`. -/
structure IsPerturbationSeries (e : ℝ) (E : ℝ⟦X⟧) (M : ℕ → ℝ⟦X⟧) : Prop where
  unperturbed : coeff 0 E = e
  normalised : M 0 = 1
  hellmann_feynman : d⁄dX ℝ E = M 2
  hypervirial : ∀ j, HypervirialRelation E M j

/-- A hypervirial relation holds exactly when it holds at every order in the coupling. -/
theorem hypervirial_iff (E : ℝ⟦X⟧) (M : ℕ → ℝ⟦X⟧) (j : ℕ) :
    HypervirialRelation E M j ↔ ∀ N : ℕ,
      2 * (2 * (j : ℝ) + 1) * ∑ i ∈ Finset.range (N + 1), coeff i E * coeff (N - i) (M j)
        + (2 * (j : ℝ) + 1) * (2 * j) * (2 * j - 1) / 4 * coeff N (lower M j)
      = (2 * (j : ℝ) + 2) * coeff N (M (j + 1))
        + (4 * (j : ℝ) + 6) * coeff N (X * M (j + 2)) := by
  have hmul : ∀ N, coeff N (E * M j)
      = ∑ i ∈ Finset.range (N + 1), coeff i E * coeff (N - i) (M j) := by
    intro N
    rw [coeff_mul]
    exact Finset.Nat.sum_antidiagonal_eq_sum_range_succ
      (fun a b => coeff a E * coeff b (M j)) N
  unfold HypervirialRelation
  rw [PowerSeries.ext_iff]
  simp only [map_add, map_smul, smul_eq_mul, hmul]

/-- Together with normalisation and the Hellmann–Feynman relation, the hypervirial relations `k = 1,
3, 5` fix the first- and second-order energies of the quartic oscillator as polynomials in the
unperturbed energy `e`. -/
theorem energy_second_order {e : ℝ} {E : ℝ⟦X⟧} {M : ℕ → ℝ⟦X⟧}
    (he : coeff 0 E = e) (hM : M 0 = 1) (hf : d⁄dX ℝ E = M 2)
    (h1 : HypervirialRelation E M 0) (h3 : HypervirialRelation E M 1)
    (h5 : HypervirialRelation E M 2) :
    coeff 1 E = 3 / 2 * e ^ 2 + 3 / 8 ∧
      coeff 2 E = -(17 / 4 * e ^ 3 + 67 / 16 * e) := by
  have x0 : ∀ f : ℝ⟦X⟧, coeff 0 (X * f) = 0 := fun f => by simp
  have x1 : ∀ f : ℝ⟦X⟧, coeff 1 (X * f) = coeff 0 f := fun f => coeff_succ_X_mul 0 f
  have n0 : coeff 0 (M 0) = 1 := by simp [hM]
  have n1 : coeff 1 (M 0) = 0 := by simp [hM, coeff_one]
  have l0 : lower M 0 = 0 := rfl
  have l1 : lower M 1 = M 0 := rfl
  have l2 : lower M 2 = M 1 := rfl
  have f0 : coeff 0 (M 2) = coeff 1 E := by rw [← hf, coeff_derivative]; simp
  have f1 : coeff 1 (M 2) = coeff 2 E * 2 := by
    rw [← hf, coeff_derivative]; norm_num
  have a0 := (hypervirial_iff E M 0).1 h1 0
  have a1 := (hypervirial_iff E M 0).1 h1 1
  have b0 := (hypervirial_iff E M 1).1 h3 0
  have b1 := (hypervirial_iff E M 1).1 h3 1
  have c0 := (hypervirial_iff E M 2).1 h5 0
  simp only [Finset.sum_range_succ, Finset.sum_range_zero, Nat.sub_zero, Nat.sub_self,
    zero_add, Nat.reduceAdd, Nat.cast_zero, Nat.cast_one, Nat.cast_ofNat, map_zero,
    x0, x1, n0, n1, l0, l1, l2, he] at a0 a1 b0 b1 c0
  -- moments of the unperturbed oscillator
  have m1 : coeff 0 (M 1) = e := by linarith
  have m2 : coeff 0 (M 2) = 3 / 2 * e ^ 2 + 3 / 8 := by rw [m1] at b0; linarith
  have m3 : coeff 0 (M 3) = 5 / 2 * e ^ 3 + 25 / 8 * e := by rw [m1, m2] at c0; linarith
  have e1 : coeff 1 E = 3 / 2 * e ^ 2 + 3 / 8 := by rw [← f0, m2]
  -- first-order response of `⟨x²⟩`
  have p1 : coeff 1 (M 1) = -(3 * e ^ 2 + 3 / 4) := by rw [e1, m2] at a1; linarith
  refine ⟨e1, ?_⟩
  rw [p1, e1, m1, m3, f1] at b1
  linarith

/-- Together with normalisation and the Hellmann–Feynman relation, the hypervirial relations `k = 1,
3, 5, 7` fix the third-order energy of the quartic oscillator as a polynomial in the unperturbed
energy `e`. -/
theorem energy_third_order {e : ℝ} {E : ℝ⟦X⟧} {M : ℕ → ℝ⟦X⟧}
    (he : coeff 0 E = e) (hM : M 0 = 1) (hf : d⁄dX ℝ E = M 2)
    (h1 : HypervirialRelation E M 0) (h3 : HypervirialRelation E M 1)
    (h5 : HypervirialRelation E M 2) (h7 : HypervirialRelation E M 3) :
    coeff 3 E = (6000 * e ^ 4 + 13656 * e ^ 2 + 1539) / 256 := by
  obtain ⟨e1, e2⟩ := energy_second_order he hM hf h1 h3 h5
  have x0 : ∀ f : ℝ⟦X⟧, coeff 0 (X * f) = 0 := fun f => by simp
  have x1 : ∀ f : ℝ⟦X⟧, coeff 1 (X * f) = coeff 0 f := fun f => coeff_succ_X_mul 0 f
  have x2 : ∀ f : ℝ⟦X⟧, coeff 2 (X * f) = coeff 1 f := fun f => coeff_succ_X_mul 1 f
  have n0 : coeff 0 (M 0) = 1 := by simp [hM]
  have n1 : coeff 1 (M 0) = 0 := by simp [hM, coeff_one]
  have n2 : coeff 2 (M 0) = 0 := by simp [hM, coeff_one]
  have l0 : lower M 0 = 0 := rfl
  have l1 : lower M 1 = M 0 := rfl
  have l2 : lower M 2 = M 1 := rfl
  have l3 : lower M 3 = M 2 := rfl
  have m2 : coeff 0 (M 2) = 3 / 2 * e ^ 2 + 3 / 8 := by
    rw [← e1, ← hf, coeff_derivative]; simp
  have p2 : coeff 1 (M 2) = -(17 / 4 * e ^ 3 + 67 / 16 * e) * 2 := by
    rw [← e2, ← hf, coeff_derivative]; norm_num
  have f2 : coeff 2 (M 2) = coeff 3 E * 3 := by
    rw [← hf, coeff_derivative]; norm_num
  have a0 := (hypervirial_iff E M 0).1 h1 0
  have a1 := (hypervirial_iff E M 0).1 h1 1
  have a2 := (hypervirial_iff E M 0).1 h1 2
  have b2 := (hypervirial_iff E M 1).1 h3 2
  have c0 := (hypervirial_iff E M 2).1 h5 0
  have c1 := (hypervirial_iff E M 2).1 h5 1
  have d0 := (hypervirial_iff E M 3).1 h7 0
  simp only [Finset.sum_range_succ, Finset.sum_range_zero, Nat.sub_zero, Nat.sub_self,
    zero_add, Nat.reduceAdd, Nat.reduceSub, Nat.cast_zero, Nat.cast_one, Nat.cast_ofNat,
    map_zero, x0, x1, x2, n0, n1, n2, l0, l1, l2, l3, he, e1, e2, m2, p2, f2]
    at a0 a1 a2 b2 c0 c1 d0
  have m1 : coeff 0 (M 1) = e := by linarith
  have m3 : coeff 0 (M 3) = 5 / 2 * e ^ 3 + 25 / 8 * e := by rw [m1] at c0; linarith
  have m4 : coeff 0 (M 4) = 35 / 8 * e ^ 4 + 245 / 16 * e ^ 2 + 315 / 128 := by
    rw [m3] at d0; linarith
  have p1 : coeff 1 (M 1) = -(3 * e ^ 2 + 3 / 4) := by linarith
  have p3 : coeff 1 (M 3) = -(165 / 8 * e ^ 4 + 885 / 16 * e ^ 2 + 945 / 128) := by
    rw [p1, m4] at c1; linarith
  have q1 : coeff 2 (M 1) = 85 / 4 * e ^ 3 + 335 / 16 * e := by linarith
  rw [q1, p1, m1, p3] at b2
  linarith

/-- For unperturbed energy `1/2` the energy series begins
`1/2 + 3g/4 - 21g²/8 + 333g³/16`. -/
theorem ground_state_energy {E : ℝ⟦X⟧} {M : ℕ → ℝ⟦X⟧}
    (h : IsPerturbationSeries (1 / 2) E M) :
    coeff 0 E = 1 / 2 ∧ coeff 1 E = 3 / 4 ∧ coeff 2 E = -21 / 8 ∧
      coeff 3 E = 333 / 16 := by
  obtain ⟨he, hM, hf, hv⟩ := h
  obtain ⟨e1, e2⟩ := energy_second_order he hM hf (hv 0) (hv 1) (hv 2)
  have e3 := energy_third_order he hM hf (hv 0) (hv 1) (hv 2) (hv 3)
  exact ⟨he, by rw [e1]; norm_num, by rw [e2]; norm_num, by rw [e3]; norm_num⟩

/-- Two solutions of the complete hierarchy with the same unperturbed energy have the same energy
series and the same even moments. -/
theorem perturbationSeries_unique {e : ℝ} {E E' : ℝ⟦X⟧} {M M' : ℕ → ℝ⟦X⟧}
    (h : IsPerturbationSeries e E M) (h' : IsPerturbationSeries e E' M') :
    E = E' ∧ M = M' := by
  have key : ∀ N, coeff N E = coeff N E' ∧ ∀ j, coeff N (M j) = coeff N (M' j) := by
    intro N
    induction N using Nat.strong_induction_on with
    | _ N ih =>
      -- Hellmann–Feynman gives the energy from the preceding order
      have hE : coeff N E = coeff N E' := by
        cases N with
        | zero => rw [h.unperturbed, h'.unperturbed]
        | succ n =>
          have a := (ih n (Nat.lt_succ_self n)).2 2
          rw [← h.hellmann_feynman, ← h'.hellmann_feynman, coeff_derivative,
            coeff_derivative] at a
          exact mul_right_cancel₀ (by positivity : (n : ℝ) + 1 ≠ 0) a
      refine ⟨hE, fun j => ?_⟩
      -- the hypervirial relations give the moments one after another
      induction j using Nat.strong_induction_on with
      | _ j jh =>
        cases j with
        | zero => rw [h.normalised, h'.normalised]
        | succ j =>
          have a := (hypervirial_iff E M j).1 (h.hypervirial j) N
          have b := (hypervirial_iff E' M' j).1 (h'.hypervirial j) N
          have hs : ∑ i ∈ Finset.range (N + 1), coeff i E * coeff (N - i) (M j)
              = ∑ i ∈ Finset.range (N + 1), coeff i E' * coeff (N - i) (M' j) := by
            refine Finset.sum_congr rfl fun i hi => ?_
            have hi' := Finset.mem_range.1 hi
            have u : coeff i E = coeff i E' := by
              rcases Nat.lt_or_ge i N with hlt | hge
              · exact (ih i hlt).1
              · have hiN : i = N := by omega
                rw [hiN, hE]
            have v : coeff (N - i) (M j) = coeff (N - i) (M' j) := by
              rcases Nat.eq_zero_or_pos i with h0 | hpos
              · rw [h0, Nat.sub_zero]
                exact jh j (Nat.lt_succ_self j)
              · exact (ih (N - i) (by omega)).2 j
            rw [u, v]
          have hl : coeff N (lower M j) = coeff N (lower M' j) := by
            cases j with
            | zero => rfl
            | succ j => exact jh j (by omega)
          have hx : coeff N (X * M (j + 2)) = coeff N (X * M' (j + 2)) := by
            cases N with
            | zero => simp
            | succ n =>
              rw [coeff_succ_X_mul, coeff_succ_X_mul]
              exact (ih n (Nat.lt_succ_self n)).2 _
          rw [hs, hl, hx] at a
          exact mul_left_cancel₀ (by positivity : 2 * (j : ℝ) + 2 ≠ 0) (by linarith)
  exact ⟨PowerSeries.ext fun N => (key N).1,
    funext fun j => PowerSeries.ext fun N => (key N).2 j⟩

/-- The order-`N` coefficient of `⟨x^(2j)⟩`, computed recursively from the unperturbed
energy `e`. -/
def momentCoeff (e : ℝ) : ℕ → ℕ → ℝ
  | N, 0 => if N = 0 then 1 else 0
  | N, j + 1 =>
    (2 * (2 * (j : ℝ) + 1) * ∑ i : Fin (N + 1),
        (if _h : (i : ℕ) = 0 then e else momentCoeff e ((i : ℕ) - 1) 2 / ((i : ℕ) : ℝ))
          * momentCoeff e (N - (i : ℕ)) j
      + (2 * (j : ℝ) + 1) * (2 * j) * (2 * j - 1) / 4
          * (if _h : j = 0 then 0 else momentCoeff e N (j - 1))
      - (4 * (j : ℝ) + 6) * (if _h : N = 0 then 0 else momentCoeff e (N - 1) (j + 2)))
    / (2 * (j : ℝ) + 2)
termination_by N j => 3 * N + j
decreasing_by all_goals omega

/-- The energy series computed recursively from the unperturbed energy `e`. -/
def energySeries (e : ℝ) : ℝ⟦X⟧ :=
  PowerSeries.mk fun N => if N = 0 then e else momentCoeff e (N - 1) 2 / (N : ℝ)

/-- The series of `⟨x^(2j)⟩` computed recursively from the unperturbed energy `e`. -/
def momentSeries (e : ℝ) (j : ℕ) : ℝ⟦X⟧ :=
  PowerSeries.mk fun N => momentCoeff e N j

/-- For every unperturbed energy, the recursively computed energy and moments satisfy the
complete hierarchy. -/
theorem perturbationSeries_witness (e : ℝ) :
    IsPerturbationSeries e (energySeries e) (momentSeries e) where
  unperturbed := by simp only [energySeries, coeff_mk, if_true]
  normalised := by
    ext N
    simp only [momentSeries, coeff_mk, momentCoeff, coeff_one]
  hellmann_feynman := by
    ext N
    have hN : (N : ℝ) + 1 ≠ 0 := by positivity
    rw [coeff_derivative]
    simp only [energySeries, momentSeries, coeff_mk, Nat.succ_ne_zero, if_false,
      Nat.add_sub_cancel, Nat.cast_add, Nat.cast_one]
    exact div_mul_cancel₀ _ hN
  hypervirial := by
    intro j
    rw [hypervirial_iff]
    intro N
    have hj : 2 * (j : ℝ) + 2 ≠ 0 := by positivity
    have hl : coeff N (lower (momentSeries e) j)
        = if j = 0 then 0 else momentCoeff e N (j - 1) := by
      cases j <;> simp [lower, momentSeries]
    have hx : coeff N (X * momentSeries e (j + 2))
        = if N = 0 then 0 else momentCoeff e (N - 1) (j + 2) := by
      cases N with
      | zero => simp
      | succ n => simp [coeff_succ_X_mul, momentSeries]
    -- the defining recursion, cleared of its denominator
    have k := Eq.refl (momentCoeff e N (j + 1))
    conv_rhs at k => rw [momentCoeff]
    rw [eq_div_iff hj] at k
    rw [hl, hx, Finset.sum_range]
    simp only [energySeries, momentSeries, coeff_mk]
    simp only [dite_eq_ite] at k
    linarith

end

end QuarticOscillatorSeries
```

```lean
#print axioms QuarticOscillatorSeries.energy_third_order
#print axioms QuarticOscillatorSeries.ground_state_energy
#print axioms QuarticOscillatorSeries.perturbationSeries_unique
```

```
'QuarticOscillatorSeries.energy_third_order' depends on axioms: [propext, Classical.choice, Quot.sound]
'QuarticOscillatorSeries.ground_state_energy' depends on axioms: [propext, Classical.choice, Quot.sound]
'QuarticOscillatorSeries.perturbationSeries_unique' depends on axioms: [propext, Classical.choice, Quot.sound]
```

## Where the relations come from

In units with ħ, mass and frequency equal to 1, the Hamiltonian is

H = p²/2 + V, V = x²/2 + g x⁴, with g ≥ 0.

Take a real, normalised bound state ψ with energy E, so that ψ″ = 2(V − E)ψ, and let ρ = ψ². Differentiating three times gives

ρ‴ = 8(V − E)ρ′ + 4V′ρ.

Multiply by x^k, integrate over x and move the derivatives off ρ. The boundary terms vanish, and division by −4 leaves

2kE⟨x^(k−1)⟩ + k(k−1)(k−2)/4 · ⟨x^(k−3)⟩ = 2k⟨x^(k−1) V⟩ + ⟨x^k V′⟩.

For the quartic potential the right-hand side is (k+1)⟨x^(k+1)⟩ + (2k+4)g⟨x^(k+3)⟩. Only odd k connects even moments, so put k = 2j+1 and Mⱼ = ⟨x^(2j)⟩:

2(2j+1) E Mⱼ + (2j+1)(2j)(2j−1)/4 · Mⱼ₋₁ = (2j+2) Mⱼ₊₁ + (4j+6) g Mⱼ₊₂.

For j = 0 the second term is absent, because the third derivative of x is zero. Normalisation is M₀ = 1, and the Hellmann–Feynman relation is dE/dg = ⟨x⁴⟩ = M₂.

## Solving for the energy order by order

Write E[N] for the coefficient of g^N in E, M[N, j] for the coefficient of g^N in Mⱼ, and e for E[0]. The Hellmann–Feynman relation becomes

(N+1) E[N+1] = M[N, 2].

At order zero, the relations j = 0, 1, 2 give in turn

M[0, 1] = e
M[0, 2] = (6e² + 3/2)/4 = 3e²/2 + 3/8
M[0, 3] = (10e M[0, 2] + 15e)/6 = 5e³/2 + 25e/8.

Hence E[1] = M[0, 2] = 3e²/2 + 3/8.

At first order, j = 0 reads 2E[1] = 2M[1, 1] + 6M[0, 2], so M[1, 1] = −2E[1]. The relation j = 1 reads

6(e M[1, 1] + E[1] e) = 4M[1, 2] + 10M[0, 3].

Its left side is −6e E[1], and M[1, 2] = 2E[2]. Therefore

E[2] = −(6e E[1] + 10M[0, 3])/8 = −(17e³/4 + 67e/16).

The third-order energy needs one more relation, j = 3, which at order zero gives

M[0, 4] = (14e M[0, 3] + (105/2) M[0, 2])/8 = 35e⁴/8 + 245e²/16 + 315/128.

The first-order part of j = 2 is

10(e M[1, 2] + E[1] M[0, 2]) + 15M[1, 1] = 6M[1, 3] + 14M[0, 4],

which yields M[1, 3] = −(165e⁴/8 + 885e²/16 + 945/128). The second-order part of j = 0 gives M[2, 1] = E[2] − 3M[1, 2] = −5E[2]. Finally, the second-order part of j = 1, with M[2, 2] = 3E[3], is

6(e M[2, 1] + E[1] M[1, 1] + E[2] e) = 12E[3] + 10M[1, 3],

so that

E[3] = (6000e⁴ + 13656e² + 1539)/256.

For the ground state, e = 1/2 and

E = 1/2 + 3g/4 − 21g²/8 + 333g³/16 + …

At g = 0 only the order-zero moments remain. With e = 1/2 they are ⟨x²⟩ = 1/2, ⟨x⁴⟩ = 3/4 and ⟨x⁶⟩ = 15/8, the moments of the Gaussian ground state.

## What the Lean statements say

The type `ℝ⟦X⟧` consists of real formal power series, with `X` standing for g. `E` is one such series, and `M j` is the series for ⟨x^(2j)⟩, so the fourth moment is `M 2`. `lower M j` is the preceding even moment, set to zero at `j = 0`. `HypervirialRelation E M j` is the relation with k = 2j+1, and `d⁄dX ℝ E` is the derivative with respect to the coupling.

`energy_second_order` assumes normalisation, the Hellmann–Feynman relation and only the relations k = 1, 3, 5. `energy_third_order` adds k = 7. `ground_state_energy` specialises to e = 1/2, taking its hypotheses from `IsPerturbationSeries`, which contains the whole hierarchy. `perturbationSeries_unique` says that two solutions of that hierarchy with the same e agree in the energy and in all even moments. `perturbationSeries_witness` supplies a solution for every real e.

The Hamiltonian, its eigenstates and the derivation from ψ do not appear in the file: the relations are hypotheses. Nor do they quantise the oscillator, since a solution exists for every real e. The physical levels enter by choosing e = n + 1/2 with n = 0, 1, 2, …. The series are formal, so the theorems give coefficients and make no statement about convergence or about the error of a truncation at finite g. Within this one-particle, one-dimensional model, the coefficients can serve as exact reference values for a code that computes perturbation coefficients order by order.

## How the proofs follow the calculation

`hypervirial_iff` turns an equation between series into one equation for each power of g. The product `E * M j` becomes the sum of E[i] M[N−i, j] over i from 0 to N.

The two energy theorems extract the required orders as hypotheses named `a0`, `a1`, `b0` and so on, where the letter labels the relation and the digit the order. `coeff_derivative` provides the factors 2 and 3 in M[1, 2] = 2E[2] and M[2, 2] = 3E[3]. Once the known coefficients have been substituted, each remaining equation is linear in its unknown, and `linarith` solves it. The intermediate facts `m1`, `m2`, `p1` and their companions are the moments found above.

Uniqueness uses strong induction on the order N. The Hellmann–Feynman relation fixes E[N] from order N−1, or from e when N = 0. An inner induction on j then fixes M[N, j+1]: every other term in the relation involves a lower order, a lower moment at the same order, or the energy just found, and the coefficient 2j+2 is nonzero.

Existence turns the same argument into a definition. `momentCoeff` solves the relation for M[N, j+1], with the energy coefficients replaced by their Hellmann–Feynman expressions. The formula also calls for higher moments, such as M[N−1, j+2], but only at lower orders, and the quantity 3N + j still decreases, so the recursion terminates. `perturbationSeries_witness` then multiplies the defining formula by 2j+2 and recovers the hypervirial relation at each order.
